# For a Slater determinant with spin-orbital projectors Pa and Pb, ‖S₊Φ‖² = tr Pb − tr(Pa Pb)

Take n orthonormal orbitals and two spins, with annihilators aσᵢ and creators cσᵢ. Let Pa and Pb be the orthogonal projectors onto the occupied spin-up and spin-down orbitals of a determinant Φ, let Na = tr Pa and Nb = tr Pb, and let S₊ = Σᵢ c↑ᵢ a↓ᵢ, with ħ = 1. I know the claim that

‖S₊Φ‖² = Nb − tr(Pa Pb),

and that this number lies between max(0, Nb − Na) and Nb. I would like to see it derived rigorously from the anticommutation relations, without expanding determinants, and checked by machine. Can that be done?

## Occupied and empty orbitals as annihilation conditions

Yes. The inner product is conjugate-linear in its first argument. An orbital v has creator Σᵢ vᵢ cσᵢ and annihilator Σᵢ conj(vᵢ) aσᵢ. A determinant is a unit vector Φ killed, for each spin, by the creators of orbitals in the range of the projector and by the annihilators of orbitals in its kernel.

Fix one spin and write P for its projector. The columns of P lie in its range and those of 1 − P in its kernel. Since P is Hermitian,

Σᵢ Pᵢₖ cᵢΦ = 0 and Σᵢ (1 − P)ₖᵢ aᵢΦ = 0.

The second relation says aⱼΦ = Σₖ Pⱼₖ aₖΦ. The anticommutator gives

⟨aᵢΦ, aₖΦ⟩ = δₖᵢ − ⟨cₖΦ, cᵢΦ⟩.

Multiply by Pⱼₖ and sum over k. The last term vanishes by the first relation, which leaves the one-body density

⟨aᵢΦ, aⱼΦ⟩ = Pⱼᵢ.

Setting i = j and summing shows that tr P is the expected number of electrons of that spin.

## Overlaps of spin flips and their sum

Operators of opposite spin anticommute, so the spin-up relations survive the removal of a spin-down electron. In particular,

c↑ₗ a↓ⱼΦ = Σₘ (1 − Pa)ₘₗ c↑ₘ a↓ⱼΦ.

For each m,

⟨c↑ₖ a↓ᵢΦ, c↑ₘ a↓ⱼΦ⟩ = δₖₘ ⟨a↓ᵢΦ, a↓ⱼΦ⟩ − ⟨a↑ₘ a↓ᵢΦ, a↑ₖ a↓ⱼΦ⟩.

Weighted with (1 − Pa)ₘₗ and summed over m, the last term vanishes, because empty spin-up orbitals cannot be emptied. Hence

⟨c↑ₖ a↓ᵢΦ, c↑ₗ a↓ⱼΦ⟩ = (1 − Pa)ₖₗ (Pb)ⱼᵢ.

Setting k = i and l = j and summing over i and j gives

‖S₊Φ‖² = tr((1 − Pa)Pb) = tr Pb − tr(Pa Pb).

For any two orthogonal projectors P and Q,

tr(PQ) = tr(PQ(PQ)†) = Σᵢⱼ |(PQ)ᵢⱼ|² ≥ 0.

With P = Pa and Q = Pb this gives the upper bound Nb. With Q = 1 − Pb it gives tr(Pa Pb) ≤ Na, hence the lower bound Nb − Na; the other lower bound, 0, is clear. With P = 1 − Pa and Q = Pb it shows that S₊Φ = 0 exactly when (1 − Pa)Pb = 0, that is, when every occupied spin-down orbital lies in the occupied spin-up space.

## The Lean file

```lean
import Mathlib

open Matrix
open scoped InnerProductSpace

namespace SpinContamination

noncomputable section

/-- The two spin directions of an electron. -/
inductive Spin
  | up
  | dn
  deriving DecidableEq

variable {ι V : Type*} [Fintype ι] [DecidableEq ι]
  [NormedAddCommGroup V] [InnerProductSpace ℂ V]

/-- Annihilators `a` and creators `c` are mutually adjoint and obey the canonical
anticommutation relations. -/
structure IsCAR (a c : Spin → ι → V →ₗ[ℂ] V) : Prop where
  adj : ∀ σ i x y, ⟪c σ i x, y⟫_ℂ = ⟪x, a σ i y⟫_ℂ
  anti : ∀ σ τ i j x, a σ i (c τ j x) + c τ j (a σ i x) = if σ = τ ∧ i = j then x else 0
  anti_ann : ∀ σ τ i j x, a σ i (a τ j x) + a τ j (a σ i x) = 0

/-- An orthogonal projector on the orbital space. -/
structure IsProjector (P : Matrix ι ι ℂ) : Prop where
  herm : Pᴴ = P
  idem : P * P = P

/-- A unit vector killed by the creators of orbitals in the range of `P σ` and by the
annihilators of orbitals in its kernel, for each spin `σ`. -/
structure IsDeterminant (a c : Spin → ι → V →ₗ[ℂ] V) (P : Spin → Matrix ι ι ℂ)
    (Φ : V) : Prop where
  unit : ‖Φ‖ = 1
  filled : ∀ σ (v : ι → ℂ), P σ *ᵥ v = v → ∑ i, v i • c σ i Φ = 0
  empty : ∀ σ (v : ι → ℂ), P σ *ᵥ v = 0 → ∑ i, star (v i) • a σ i Φ = 0

/-- The total spin raising operator, which turns spin down into spin up in each orbital. -/
def spinRaise (a c : Spin → ι → V →ₗ[ℂ] V) : V →ₗ[ℂ] V :=
  ∑ i, c .up i ∘ₗ a .dn i

/-- The complement of an orthogonal projector is an orthogonal projector. -/
theorem IsProjector.compl {P : Matrix ι ι ℂ} (h : IsProjector P) : IsProjector (1 - P) where
  herm := by rw [conjTranspose_sub, conjTranspose_one, h.herm]
  idem := by rw [mul_sub, mul_one, sub_mul, one_mul, h.idem, sub_self, sub_zero]

omit [DecidableEq ι] in
/-- The trace of a product of two orthogonal projectors is the sum of the squared moduli of
the entries of the product. -/
theorem trace_mul_eq_sum {P Q : Matrix ι ι ℂ} (hP : IsProjector P) (hQ : IsProjector Q) :
    trace (P * Q) = ((∑ i, ∑ j, ‖(P * Q) i j‖ ^ 2 : ℝ) : ℂ) := by
  have key : ∀ M : Matrix ι ι ℂ,
      trace (M * Mᴴ) = ((∑ i, ∑ j, ‖M i j‖ ^ 2 : ℝ) : ℂ) := by
    intro M
    simp only [Matrix.trace, Matrix.diag_apply, Matrix.mul_apply, conjTranspose_apply,
      Complex.ofReal_sum]
    refine Finset.sum_congr rfl fun i _ => Finset.sum_congr rfl fun j _ => ?_
    rw [← starRingEnd_apply, Complex.mul_conj, Complex.normSq_eq_norm_sq]
  rw [← key, conjTranspose_mul, hP.herm, hQ.herm, Matrix.mul_assoc, ← Matrix.mul_assoc Q Q P,
    hQ.idem, trace_mul_comm P (Q * P), Matrix.mul_assoc, hP.idem]
  exact trace_mul_comm P Q

variable {a c : Spin → ι → V →ₗ[ℂ] V} {P : Spin → Matrix ι ι ℂ} {Φ : V}

omit [Fintype ι] in
/-- Annihilators move across the inner product as creators. -/
theorem IsCAR.adj' (hC : IsCAR a c) (σ : Spin) (i : ι) (x y : V) :
    ⟪a σ i x, y⟫_ℂ = ⟪x, c σ i y⟫_ℂ := by
  rw [← inner_conj_symm, ← hC.adj, inner_conj_symm]

/-- The determinant is killed by the creators built from the columns of `P σ` and by the
annihilators built from the rows of `1 - P σ`. -/
theorem determinant_relations (hP : ∀ σ, IsProjector (P σ)) (hΦ : IsDeterminant a c P Φ)
    (σ : Spin) (k : ι) :
    ∑ i, P σ i k • c σ i Φ = 0 ∧ ∑ i, (1 - P σ) k i • a σ i Φ = 0 := by
  constructor
  · refine hΦ.filled σ (fun i => P σ i k) ?_
    funext i
    exact congrFun (congrFun (hP σ).idem i) k
  · have e : P σ * (1 - P σ) = 0 := by rw [mul_sub, mul_one, (hP σ).idem, sub_self]
    have h := hΦ.empty σ (fun i => (1 - P σ) i k)
      (by funext i; exact congrFun (congrFun e i) k)
    refine Eq.trans (Finset.sum_congr rfl fun i _ => ?_) h
    have e2 : star ((1 - P σ) i k) = (1 - P σ) k i :=
      congrFun (congrFun (hP σ).compl.herm k) i
    rw [e2]

/-- The one-body density matrix of the determinant is its orbital projector. -/
theorem one_body_density (hC : IsCAR a c) (hP : ∀ σ, IsProjector (P σ))
    (hΦ : IsDeterminant a c P Φ) (σ : Spin) (i j : ι) :
    ⟪a σ i Φ, a σ j Φ⟫_ℂ = P σ j i := by
  have hz : ∑ k, P σ j k * ⟪c σ k Φ, c σ i Φ⟫_ℂ = 0 := by
    have h := congrArg (fun x => ⟪x, c σ i Φ⟫_ℂ) (determinant_relations hP hΦ σ j).1
    simp only [sum_inner, inner_smul_left, inner_zero_left] at h
    refine Eq.trans (Finset.sum_congr rfl fun k _ => ?_) h
    have e : (starRingEnd ℂ) (P σ k j) = P σ j k := congrFun (congrFun (hP σ).herm j) k
    rw [e]
  -- exchange annihilator and creator
  have hp : ∀ k, ⟪a σ i Φ, a σ k Φ⟫_ℂ
      = (1 : Matrix ι ι ℂ) k i - ⟪c σ k Φ, c σ i Φ⟫_ℂ := by
    intro k
    rw [hC.adj', eq_sub_of_add_eq' (hC.anti σ σ k i Φ), inner_sub_right, ← hC.adj]
    by_cases hk : k = i
    · subst hk
      simp [inner_self_eq_norm_sq_to_K, hΦ.unit]
    · simp [hk]
  have hx : a σ j Φ = ∑ k, P σ j k • a σ k Φ := by
    have h := (determinant_relations hP hΦ σ j).2
    simp only [Matrix.sub_apply, sub_smul, Finset.sum_sub_distrib] at h
    rw [← sub_eq_zero.1 h]
    simp [Matrix.one_apply]
  calc ⟪a σ i Φ, a σ j Φ⟫_ℂ = ∑ k, P σ j k * ⟪a σ i Φ, a σ k Φ⟫_ℂ := by
        conv_lhs => rw [hx]
        simp only [inner_sum, inner_smul_right]
    _ = P σ j i := by
        simp only [hp, mul_sub, Finset.sum_sub_distrib, hz, sub_zero]
        simp [Matrix.one_apply]

/-- The overlap of two spin flips of the determinant is an entry of `1 - P .up` times an entry of `P
.dn`. -/
theorem spin_flip_overlap (hC : IsCAR a c) (hP : ∀ σ, IsProjector (P σ))
    (hΦ : IsDeterminant a c P Φ) (k i l j : ι) :
    ⟪c .up k (a .dn i Φ), c .up l (a .dn j Φ)⟫_ℂ = (1 - P .up) k l * P .dn j i := by
  -- only the empty part of the spin-up orbital can be filled
  have hx : c .up l (a .dn j Φ) = ∑ m, (1 - P .up) m l • c .up m (a .dn j Φ) := by
    have e : ∀ m, c .up m (a .dn j Φ) = -a .dn j (c .up m Φ) := fun m =>
      eq_neg_of_add_eq_zero_right ((hC.anti .dn .up j m Φ).trans (if_neg (by simp)))
    have h := congrArg (a .dn j) (determinant_relations hP hΦ .up l).1
    simp only [map_sum, map_smul, map_zero] at h
    have h1 : ∑ m, P .up m l • c .up m (a .dn j Φ) = 0 := by
      simp only [e, smul_neg, Finset.sum_neg_distrib, h, neg_zero]
    simp only [Matrix.sub_apply, sub_smul, Finset.sum_sub_distrib, h1, sub_zero]
    simp [Matrix.one_apply]
  -- the exchange term vanishes, since empty orbitals cannot be emptied
  have hz : ∑ m, (1 - P .up) m l * ⟪a .up m (a .dn i Φ), a .up k (a .dn j Φ)⟫_ℂ = 0 := by
    have e : ∀ m, a .up m (a .dn i Φ) = -a .dn i (a .up m Φ) := fun m =>
      eq_neg_of_add_eq_zero_left (hC.anti_ann .up .dn m i Φ)
    have h := congrArg (a .dn i) (determinant_relations hP hΦ .up l).2
    simp only [map_sum, map_smul, map_zero] at h
    have h1 : ∑ m, (1 - P .up) l m • a .up m (a .dn i Φ) = 0 := by
      simp only [e, smul_neg, Finset.sum_neg_distrib, h, neg_zero]
    have h2 := congrArg (fun x => ⟪x, a .up k (a .dn j Φ)⟫_ℂ) h1
    simp only [sum_inner, inner_smul_left, inner_zero_left] at h2
    refine Eq.trans (Finset.sum_congr rfl fun m _ => ?_) h2
    have e2 : (starRingEnd ℂ) ((1 - P .up) l m) = (1 - P .up) m l :=
      congrFun (congrFun (hP .up).compl.herm m) l
    rw [e2]
  have hp : ∀ m, ⟪c .up k (a .dn i Φ), c .up m (a .dn j Φ)⟫_ℂ
      = (1 : Matrix ι ι ℂ) k m * ⟪a .dn i Φ, a .dn j Φ⟫_ℂ
        - ⟪a .up m (a .dn i Φ), a .up k (a .dn j Φ)⟫_ℂ := by
    intro m
    rw [hC.adj, eq_sub_of_add_eq (hC.anti .up .up k m (a .dn j Φ)), inner_sub_right,
      ← hC.adj']
    by_cases hk : k = m
    · subst hk
      simp
    · simp [hk]
  rw [hx]
  simp only [inner_sum, inner_smul_right, hp, mul_sub, Finset.sum_sub_distrib, hz, sub_zero]
  refine (Finset.sum_eq_single k ?_ ?_).trans ?_
  · intro m _ hm
    rw [Matrix.one_apply_ne (Ne.symm hm), zero_mul, mul_zero]
  · intro h
    exact absurd (Finset.mem_univ k) h
  · rw [Matrix.one_apply_eq, one_mul, one_body_density hC hP hΦ]

/-- For a determinant `Φ`, the squared norm of `S₊ Φ` is the trace of the spin-down projector minus
the trace of the product of the two projectors. -/
theorem norm_sq_spinRaise (hC : IsCAR a c) (hP : ∀ σ, IsProjector (P σ))
    (hΦ : IsDeterminant a c P Φ) :
    ((‖spinRaise a c Φ‖ ^ 2 : ℝ) : ℂ) = trace (P .dn) - trace (P .up * P .dn) := by
  have hn : ⟪spinRaise a c Φ, spinRaise a c Φ⟫_ℂ = ((‖spinRaise a c Φ‖ ^ 2 : ℝ) : ℂ) := by
    rw [inner_self_eq_norm_sq_to_K]
    exact (Complex.ofReal_pow _ _).symm
  have hs : spinRaise a c Φ = ∑ i, c .up i (a .dn i Φ) := by
    simp [spinRaise, LinearMap.sum_apply]
  have ht : trace (P .dn) - trace (P .up * P .dn) = trace ((1 - P .up) * P .dn) := by
    rw [sub_mul, one_mul, trace_sub]
  rw [← hn, hs, ht]
  simp only [sum_inner, inner_sum, spin_flip_overlap hC hP hΦ]
  simp only [Matrix.trace, Matrix.diag_apply, Matrix.mul_apply]
  exact Finset.sum_comm

/-- The squared norm of `S₊ Φ` lies between `max (0, Nb - Na)` and `Nb`, where `Na` and `Nb`
are the traces of the spin-up and spin-down projectors. -/
theorem spin_contamination_bounds (hC : IsCAR a c) (hP : ∀ σ, IsProjector (P σ))
    (hΦ : IsDeterminant a c P Φ) :
    max 0 ((trace (P .dn)).re - (trace (P .up)).re) ≤ ‖spinRaise a c Φ‖ ^ 2 ∧
      ‖spinRaise a c Φ‖ ^ 2 ≤ (trace (P .dn)).re := by
  have pos : ∀ {A B : Matrix ι ι ℂ}, IsProjector A → IsProjector B →
      0 ≤ (trace (A * B)).re := by
    intro A B hA hB
    rw [trace_mul_eq_sum hA hB, Complex.ofReal_re]
    exact Finset.sum_nonneg fun i _ => Finset.sum_nonneg fun j _ => sq_nonneg _
  have h := congrArg Complex.re (norm_sq_spinRaise hC hP hΦ)
  rw [Complex.ofReal_re, Complex.sub_re] at h
  have h1 := pos (hP .up) (hP .dn)
  have h2 := pos (hP .up) (hP .dn).compl
  rw [mul_sub, mul_one, trace_sub, Complex.sub_re] at h2
  exact ⟨max_le (sq_nonneg _) (by linarith), by linarith⟩

/-- `S₊` annihilates the determinant exactly when the spin-up projector leaves every occupied
spin-down orbital unchanged. -/
theorem spinRaise_eq_zero_iff (hC : IsCAR a c) (hP : ∀ σ, IsProjector (P σ))
    (hΦ : IsDeterminant a c P Φ) :
    spinRaise a c Φ = 0 ↔ P .up * P .dn = P .dn := by
  have h := norm_sq_spinRaise hC hP hΦ
  constructor
  · intro h0
    have ht : trace ((1 - P .up) * P .dn) = 0 := by
      rw [sub_mul, one_mul, trace_sub, ← h, h0]
      simp
    rw [trace_mul_eq_sum (hP .up).compl (hP .dn), Complex.ofReal_eq_zero] at ht
    -- a vanishing sum of squares has vanishing terms
    have hM : (1 - P .up) * P .dn = 0 := by
      generalize (1 - P .up) * P .dn = M at ht
      ext i j
      have h1 : ∑ l, ‖M i l‖ ^ 2 ≤ ∑ k, ∑ l, ‖M k l‖ ^ 2 :=
        Finset.single_le_sum (f := fun k => ∑ l, ‖M k l‖ ^ 2)
          (fun k _ => Finset.sum_nonneg fun l _ => sq_nonneg _) (Finset.mem_univ i)
      have h2 : ‖M i j‖ ^ 2 ≤ ∑ l, ‖M i l‖ ^ 2 :=
        Finset.single_le_sum (f := fun l => ‖M i l‖ ^ 2)
          (fun l _ => sq_nonneg _) (Finset.mem_univ j)
      have h3 : ‖M i j‖ ^ 2 = 0 := le_antisymm (by linarith) (sq_nonneg _)
      simpa using h3
    rw [sub_mul, one_mul] at hM
    exact (sub_eq_zero.1 hM).symm
  · intro h0
    rw [h0, sub_self] at h
    have h1 := Complex.ofReal_eq_zero.1 h
    simpa using h1

/-- A matrix acting on the four Fock states (empty, up, down, doubly occupied) of one orbital. -/
def act (M : Matrix (Fin 4) (Fin 4) ℂ) :
    EuclideanSpace ℂ (Fin 4) →ₗ[ℂ] EuclideanSpace ℂ (Fin 4) where
  toFun x := WithLp.toLp 2 (M *ᵥ x.ofLp)
  map_add' x y := by ext i; simp [Matrix.mulVec_add]
  map_smul' r x := by ext i; simp [Matrix.mulVec_smul]

/-- Annihilators of a single orbital. -/
def ann1 : Spin → Matrix (Fin 4) (Fin 4) ℂ
  | .up => !![0, 1, 0, 0; 0, 0, 0, 0; 0, 0, 0, 1; 0, 0, 0, 0]
  | .dn => !![0, 0, 1, 0; 0, 0, 0, -1; 0, 0, 0, 0; 0, 0, 0, 0]

/-- Creators of a single orbital. -/
def cre1 : Spin → Matrix (Fin 4) (Fin 4) ℂ
  | .up => !![0, 0, 0, 0; 1, 0, 0, 0; 0, 0, 0, 0; 0, 0, 1, 0]
  | .dn => !![0, 0, 0, 0; 0, 0, 0, 0; 1, 0, 0, 0; 0, -1, 0, 0]

/-- Orbital projectors of a single spin-down electron in one orbital. -/
def proj1 : Spin → Matrix Unit Unit ℂ
  | .up => 0
  | .dn => 1

/-- One orbital holding a single spin-down electron satisfies the anticommutation relations,
the projector conditions and the determinant conditions. -/
theorem determinant_witness :
    IsCAR (fun σ (_ : Unit) => act (ann1 σ)) (fun σ _ => act (cre1 σ)) ∧
      (∀ σ, IsProjector (proj1 σ)) ∧
      IsDeterminant (fun σ (_ : Unit) => act (ann1 σ)) (fun σ _ => act (cre1 σ)) proj1
        (WithLp.toLp 2 ![0, 0, 1, 0]) := by
  refine ⟨⟨?_, ?_, ?_⟩, ?_, ⟨?_, ?_, ?_⟩⟩
  · intro σ i x y
    cases σ <;> simp [act, ann1, cre1, PiLp.inner_apply, dotProduct,
      Fin.sum_univ_four]
  · intro σ τ i j x
    ext k
    cases σ <;> cases τ <;> fin_cases k <;>
      simp [act, ann1, cre1, dotProduct, Fin.sum_univ_four]
  · intro σ τ i j x
    ext k
    cases σ <;> cases τ <;> fin_cases k <;>
      simp [act, ann1, dotProduct, Fin.sum_univ_four]
  · intro σ
    cases σ <;> constructor <;> simp [proj1]
  · simp [EuclideanSpace.norm_eq, Fin.sum_univ_four]
  · intro σ v hv
    cases σ
    · have h0 : v = 0 := by
        rw [← hv]
        simp [proj1]
      simp [h0]
    · ext k
      fin_cases k <;> simp [act, cre1, dotProduct, Fin.sum_univ_four]
  · intro σ v hv
    cases σ
    · ext k
      fin_cases k <;> simp [act, ann1, dotProduct, Fin.sum_univ_four]
    · have h0 : v = 0 := by simpa [proj1] using hv
      simp [h0]

end

end SpinContamination
```

```lean
#print axioms SpinContamination.spin_contamination_bounds
#print axioms SpinContamination.spinRaise_eq_zero_iff
```

```
'SpinContamination.spin_contamination_bounds' depends on axioms: [propext, Classical.choice, Quot.sound]
'SpinContamination.spinRaise_eq_zero_iff' depends on axioms: [propext, Classical.choice, Quot.sound]
```

## How the Lean objects describe the electrons

The finite type `ι` labels the orbitals, and `V` is any complex inner-product space carrying the operators. `IsCAR` contains adjointness, the mixed anticommutator and the anticommutator of two annihilators; the one for two creators follows by taking adjoints. The Kronecker delta in it makes the orbital basis orthonormal. In a non-orthogonal atomic basis with overlap matrix O and spin-up and spin-down density matrices Da and Db, tr(Pa Pb) becomes tr(Da O Db O) and tr Pb becomes tr(Db O).

`P .up` and `P .dn` are Pa and Pb, and `IsProjector` says that each is Hermitian and idempotent. `IsDeterminant` is the pair of annihilation conditions together with `‖Φ‖ = 1`. These conditions describe a determinant only when `IsProjector` holds as well, which the theorems assume separately. The determinant is thus characterised by its occupied and empty orbitals and not built as an antisymmetrised product.

`norm_sq_spinRaise` is the trace formula, stated as an equation of complex numbers whose left side is real. `spin_contamination_bounds` uses the real parts of the traces as Nb and Na, and `spinRaise_eq_zero_iff` is the vanishing criterion.

For unrestricted Hartree–Fock, where the state is a single determinant, the result gives the familiar diagnostic: since S² = S₋S₊ + S_z(S_z + 1), ‖S₊Φ‖² is the excess of ⟨S²⟩ over M(M + 1), with M = (Na − Nb)/2. This excess measures contamination when Na ≥ Nb. A lone spin-down electron is a pure doublet, yet has ‖S₊Φ‖² = 1.

## How the proof follows the algebra

`determinant_relations` inserts the columns of P and 1 − P into the determinant conditions. `one_body_density` and `spin_flip_overlap` share a pattern: `hx` expands a vector with a projector, `hp` exchanges two operators by the anticommutator, and `hz` removes the remaining term. In `hz`, `congrArg` takes the inner product of a vanishing sum with a fixed vector.

`norm_sq_spinRaise` expands S₊Φ in both arguments, rewrites each overlap and recognises the trace. `trace_mul_eq_sum` supplies the sum of squares. The bounds then follow by `linarith`, and the vanishing criterion by bounding each squared entry by the total with `Finset.single_le_sum`.

`determinant_witness` verifies all the hypotheses for that lone spin-down electron in one orbital, using explicit 4 × 4 matrices and a check of each case.

## A singlet that breaks the formula, and the lowering operator

Idempotence matters. Take two orbitals and the open-shell singlet

Φ = (c↑₁c↓₂ + c↑₂c↓₁)|0⟩/√2,

with Pa = Pb = ½·1, its actual one-body densities. These matrices are Hermitian, and the determinant conditions hold trivially because only v = 0 satisfies Pv = v or Pv = 0. The formula would give 1 − ½ = ½, but S₊Φ = 0.

Exchanging the two spins in the argument gives the companion result for S₋ = Σᵢ c↓ᵢ a↑ᵢ:

‖S₋Φ‖² = tr Pa − tr(Pa Pb).
